# For \(f\), \(r\) times a regular, normalised, non-relativistic radial wavefunction, and its energy derivative \(v\), \(f'v - fv' = 1\) at the sphere boundary in Rydberg units

## Matching at the sphere

In an LAPW calculation, each plane wave is continued into the atomic spheres. For each angular momentum, a combination \(Af + Bv\) of a radial function and its energy derivative must take a prescribed value and slope at the sphere radius \(R\). This is a linear system of two equations for \(A\) and \(B\). For a scalar, non-relativistic problem with a spherical potential, in Rydberg units and with \(f\) regular and normalised to one in the sphere, its determinant is \(-1\), so the coefficients need no division.

Here \(f(r)\) is \(r\) times the radial wavefunction. In Rydberg units it obeys

\[
-f'' + q f = E f ,
\]

where \(E\) is the energy and \(q(r)\) is the spherical potential plus the centrifugal term \(l(l+1)/r^2\). Differentiating with respect to \(E\) at fixed \(q\), and writing \(v = \partial f/\partial E\), gives

\[
-v'' + q v = E v + f .
\]

Primes denote radial derivatives. Since \(f\) carries the factor \(r\), a wave with radial part \(p(r)\) prescribes the value \(Rp(R)\) and the slope \(p(R) + Rp'(R)\).

## The Wronskian grows at the rate \(f^2\)

Define \(W = f'v - fv'\). The terms \(f'v'\) cancel on differentiation, and the two equations give

\[
W' = f''v - fv'' = (q-E)fv - f\,[(q-E)v - f] = f^2 .
\]

For \(0<\varepsilon<R\), integration yields

\[
W(R) - W(\varepsilon) = \int_\varepsilon^R f^2\,dr .
\]

If \(W(\varepsilon)\to w_0\) as \(\varepsilon\to0\), the right side converges too, so \(f^2\) is integrable up to the origin and \(W(R) = w_0 + \int_0^R f^2\,dr\). With \(w_0=0\) and \(\int_0^R f^2\,dr = 1\),

\[
f'(R)v(R) - f(R)v'(R) = 1 .
\]

With a spherical potential that is finite or Coulombic at the nucleus, the regular solution and its energy derivative both vanish at the origin with bounded slopes, so \(w_0 = 0\). Conversely, when \(f\) is regular, the condition \(w_0 = 0\) excludes an admixture in \(v\) of the irregular solution at the same energy. It does not by itself make \(f\) regular: for \(q=0\) and \(E=k^2>0\), a multiple of \(\cos kr\) and its energy derivative also satisfy it, although \(\cos(kr)/r\) diverges at the origin. Adding a multiple of \(f\) to \(v\) leaves \(W\) unchanged, so \(v\) need not be orthogonal to \(f\).

## Coefficients and logarithmic derivative

Let \(\alpha\) and \(\beta\) be the prescribed value and slope. With all functions taken at \(R\), the conditions are

\[
Af + Bv = \alpha, \qquad Af' + Bv' = \beta .
\]

Multiplying the first by \(-v'\) and the second by \(v\) and adding gives \(AW = \beta v - \alpha v'\). Multiplying them by \(f'\) and \(-f\) gives \(BW = \alpha f' - \beta f\). Since \(W=1\),

\[
A = \beta v - \alpha v', \qquad B = \alpha f' - \beta f .
\]

Conversely, inserting these coefficients gives \(\alpha W = \alpha\) for the value and \(\beta W = \beta\) for the slope.

The quotient rule gives the energy slope of the logarithmic derivative when \(f(R)\neq0\):

\[
\frac{\partial}{\partial E}\frac{f'}{f} = \frac{v'f - f'v}{f^2} = -\frac{1}{f(R)^2} .
\]

## A case with explicit functions

Take \(q = 2/r^2\), which is free motion with \(l=1\), at \(E=0\) and \(R=5\). Let \(f = r^2/25\) and \(v = -r^4/250\). Then \(f'' = 2/25 = qf\), and

\[
-v''+qv = \frac{12r^2}{250} - \frac{2r^2}{250} = \frac{r^2}{25} = f .
\]

The norm is \(\int_0^5 r^4/625\,dr = 1\). The Wronskian is \(W = r^5/3125\), which vanishes at the origin and equals 1 at \(r=5\).

## The statement in Lean

`IsRadialSolution q E R s u u'` says that the real function `u` has slope `u'` and satisfies \(-u''+qu=Eu+s\) on \((0,R]\). The source `s` is zero for \(f\) and is `f` itself for \(v\). Derivatives are taken within `Ioc 0 R`, so they are one-sided at \(R\) and nothing is required at the origin. The potential may be singular there, and its continuity is not assumed.

`IsNormalizedPair` collects a positive radius, the two equations, the normalisation and the vanishing limit of the Wronskian. Its `v` is any solution of the energy-differentiated equation meeting that limit; differentiability of a family of solutions in energy is not derived. Accordingly, `logDerivative_energy_slope` takes boundary functions `F` and `G` of energy and assumes that their derivatives at `E` are `v R` and `v' R`.

The equations leave out relativistic radial components and energy-dependent potentials.

```lean
import Mathlib

open Set Filter Topology

namespace RydbergWronskian

noncomputable section

/-- The amplitude `u` with slope `u'` solves the radial equation `-u'' + q u = E u + s`
on `(0, R]` in Rydberg units, with source term `s`; derivatives at `R` are one-sided. -/
structure IsRadialSolution (q : ℝ → ℝ) (E R : ℝ) (s u u' : ℝ → ℝ) : Prop where
  amp : ∀ r ∈ Ioc 0 R, HasDerivWithinAt u (u' r) (Ioc 0 R) r
  slope : ∀ r ∈ Ioc 0 R, HasDerivWithinAt u' ((q r - E) * u r - s r) (Ioc 0 R) r

/-- The Wronskian `f' v - f v'` of two radial functions with slopes `f'` and `v'`. -/
def wronskian (f f' v v' : ℝ → ℝ) : ℝ → ℝ := fun r => f' r * v r - f r * v' r

/-- A normalised radial function `f` at energy `E` in a sphere of radius `R`, together with a
solution `v` of the energy-differentiated equation, whose Wronskian vanishes at the origin. -/
structure IsNormalizedPair (q : ℝ → ℝ) (E R : ℝ) (f f' v v' : ℝ → ℝ) : Prop where
  radius_pos : 0 < R
  radial : IsRadialSolution q E R (fun _ => 0) f f'
  energyDeriv : IsRadialSolution q E R f v v'
  norm : ∫ r in (0 : ℝ)..R, f r ^ 2 = 1
  origin : Tendsto (wronskian f f' v v') (𝓝[>] 0) (𝓝 0)

variable {q f f' v v' : ℝ → ℝ} {E R : ℝ}

/-- If `f` solves the radial equation and `v` the energy-differentiated one, their Wronskian has
radial derivative `f²` on `(0, R]`, one-sided at `R`. -/
theorem wronskian_hasDerivWithinAt (hf : IsRadialSolution q E R (fun _ => 0) f f')
    (hv : IsRadialSolution q E R f v v') {r : ℝ} (hr : r ∈ Ioc 0 R) :
    HasDerivWithinAt (wronskian f f' v v') (f r ^ 2) (Ioc 0 R) r := by
  have h := ((hf.slope r hr).mul (hv.amp r hr)).sub ((hf.amp r hr).mul (hv.slope r hr))
  -- the potential and energy terms cancel, only the source term survives
  refine HasDerivWithinAt.congr_deriv h ?_
  try dsimp only
  ring

/-- Let `f` solve the radial equation and `v` the energy-differentiated one. If their Wronskian has
a limit `w₀` at the origin, then `f²` is integrable from `0` to `R` and the Wronskian at `R` is `w₀`
plus the integral of `f²`. -/
theorem wronskian_eq_limit_add_integral (hR : 0 < R)
    (hf : IsRadialSolution q E R (fun _ => 0) f f')
    (hv : IsRadialSolution q E R f v v') {w₀ : ℝ}
    (h0 : Tendsto (wronskian f f' v v') (𝓝[>] 0) (𝓝 w₀)) :
    IntervalIntegrable (fun r => f r ^ 2) MeasureTheory.volume 0 R ∧
      wronskian f f' v v' R = w₀ + ∫ r in (0 : ℝ)..R, f r ^ 2 := by
  -- extend the Wronskian to the origin by its limit
  let g : ℝ → ℝ := Function.update (wronskian f f' v v') 0 w₀
  have hg : ∀ y : ℝ, 0 < y → g y = wronskian f f' v v' y :=
    fun y hy => Function.update_of_ne hy.ne' _ _
  have hg0 : g 0 = w₀ := Function.update_self _ _ _
  have hcont : ContinuousOn g (Icc 0 R) := by
    intro r hr
    rcases hr.1.eq_or_lt with h | h
    · subst h
      refine continuousWithinAt_update_same.2 (h0.mono_left (nhdsWithin_mono _ ?_))
      intro x hx
      exact show (0 : ℝ) < x from lt_of_le_of_ne hx.1.1 (fun e => hx.2 e.symm)
    · have hW := (wronskian_hasDerivWithinAt hf hv ⟨h, hr.2⟩).continuousWithinAt
      have hG : ContinuousWithinAt g (Ioc 0 R) r :=
        hW.congr (fun y hy => hg y hy.1) (hg r h)
      refine hG.mono_of_mem_nhdsWithin ?_
      filter_upwards [self_mem_nhdsWithin, mem_nhdsWithin_of_mem_nhds (Ioi_mem_nhds h)]
        with x hx hx'
      exact ⟨hx', hx.2⟩
  have hderiv : ∀ r ∈ Ioo 0 R, HasDerivAt g (f r ^ 2) r := by
    intro r hr
    have hW := (wronskian_hasDerivWithinAt hf hv ⟨hr.1, hr.2.le⟩).hasDerivAt
      (Ioc_mem_nhds hr.1 hr.2)
    refine hW.congr_of_eventuallyEq ?_
    filter_upwards [Ioi_mem_nhds hr.1] with y hy
    exact hg y hy
  -- a nonnegative derivative of a continuous function is integrable
  have hint : IntervalIntegrable (fun r => f r ^ 2) MeasureTheory.volume 0 R :=
    (intervalIntegrable_iff_integrableOn_Ioc_of_le hR.le).2
      (intervalIntegral.integrableOn_deriv_of_nonneg hcont hderiv (fun x _ => sq_nonneg (f x)))
  have key := intervalIntegral.integral_eq_sub_of_hasDerivAt_of_le hR.le hcont hderiv hint
  rw [hg R hR, hg0] at key
  exact ⟨hint, by linarith⟩

/-- The Rydberg Wronskian relation: for a normalised pair, `f'(R) v(R) - f(R) v'(R) = 1`. -/
theorem rydberg_wronskian (h : IsNormalizedPair q E R f f' v v') :
    f' R * v R - f R * v' R = 1 := by
  have hw := (wronskian_eq_limit_add_integral h.radius_pos h.radial h.energyDeriv h.origin).2
  rw [h.norm, zero_add] at hw
  exact hw

/-- For a normalised pair, `A f + B v` has value `α` and slope `β` at the sphere boundary exactly
when `A = β v(R) - α v'(R)` and `B = α f'(R) - β f(R)`. -/
theorem matching_coefficients (h : IsNormalizedPair q E R f f' v v') (α β A B : ℝ) :
    (A * f R + B * v R = α ∧ A * f' R + B * v' R = β) ↔
      (A = β * v R - α * v' R ∧ B = α * f' R - β * f R) := by
  have w := rydberg_wronskian h
  constructor
  · rintro ⟨h1, h2⟩
    constructor
    · linear_combination (-v' R) * h1 + v R * h2 - A * w
    · linear_combination f' R * h1 - f R * h2 - B * w
  · rintro ⟨rfl, rfl⟩
    constructor
    · linear_combination α * w
    · linear_combination β * w

/-- For a normalised pair `f`, `v`, let `F` and `G` be functions of energy, equal to the boundary
value and slope of `f` at `E` and with energy derivatives `v(R)` and `v'(R)` there. If `f(R) ≠ 0`,
the logarithmic derivative `G / F` has energy derivative `-1 / f(R)²` at `E`. -/
theorem logDerivative_energy_slope (h : IsNormalizedPair q E R f f' v v') {F G : ℝ → ℝ}
    (hF : F E = f R) (hG : G E = f' R) (hF' : HasDerivAt F (v R) E)
    (hG' : HasDerivAt G (v' R) E) (hne : f R ≠ 0) :
    HasDerivAt (fun ε => G ε / F ε) (-1 / f R ^ 2) E := by
  have w := rydberg_wronskian h
  have hd := hG'.fun_div hF' (by rwa [hF])
  refine hd.congr_deriv ?_
  rw [hF, hG]
  congr 1
  linarith

/-- In the potential `2 / r²` at zero energy and `R = 5`, the functions `f = r² / 25` and
`v = -r⁴ / 250` form a normalised pair. -/
theorem isNormalizedPair_witness :
    IsNormalizedPair (fun r => 2 / r ^ 2) 0 5 (fun r => r ^ 2 / 25) (fun r => 2 * r / 25)
      (fun r => -(r ^ 4 / 250)) (fun r => -(2 * r ^ 3 / 125)) := by
  have h2 : ∀ r : ℝ, HasDerivAt (fun x : ℝ => x ^ 2) (2 * r) r := fun r => by
    simpa using hasDerivAt_pow 2 r
  have h3 : ∀ r : ℝ, HasDerivAt (fun x : ℝ => x ^ 3) (3 * r ^ 2) r := fun r => by
    simpa using hasDerivAt_pow 3 r
  have h4 : ∀ r : ℝ, HasDerivAt (fun x : ℝ => x ^ 4) (4 * r ^ 3) r := fun r => by
    simpa using hasDerivAt_pow 4 r
  refine ⟨by norm_num, ⟨?_, ?_⟩, ⟨?_, ?_⟩, ?_, ?_⟩
  · intro r _
    exact ((h2 r).div_const 25).hasDerivWithinAt
  · intro r hr
    have hr0 : r ≠ 0 := hr.1.ne'
    refine HasDerivWithinAt.congr_deriv
      (((hasDerivAt_id r).const_mul 2).div_const 25).hasDerivWithinAt ?_
    try dsimp only
    field_simp
    ring
  · intro r _
    refine HasDerivWithinAt.congr_deriv ((h4 r).div_const 250).neg.hasDerivWithinAt ?_
    try dsimp only
    ring
  · intro r hr
    have hr0 : r ≠ 0 := hr.1.ne'
    refine HasDerivWithinAt.congr_deriv
      (((h3 r).const_mul 2).div_const 125).neg.hasDerivWithinAt ?_
    try dsimp only
    field_simp
    ring
  · have e : ∀ r : ℝ, (r ^ 2 / 25) ^ 2 = r ^ 4 / 625 := fun r => by ring
    simp only [e, intervalIntegral.integral_div, integral_pow]
    norm_num
  · refine tendsto_nhdsWithin_of_tendsto_nhds (Continuous.tendsto' ?_ 0 0 ?_)
    · show Continuous (fun r : ℝ =>
        2 * r / 25 * -(r ^ 4 / 250) - r ^ 2 / 25 * -(2 * r ^ 3 / 125))
      fun_prop
    · simp [wronskian]

end

end RydbergWronskian
```

```lean
#print axioms RydbergWronskian.matching_coefficients
#print axioms RydbergWronskian.logDerivative_energy_slope
```

```
'RydbergWronskian.matching_coefficients' depends on axioms: [propext, Classical.choice, Quot.sound]
'RydbergWronskian.logDerivative_energy_slope' depends on axioms: [propext, Classical.choice, Quot.sound]
```

## How the proof runs

`wronskian_hasDerivWithinAt` applies the product rule to both terms of \(W\). The closing `ring` carries out the cancellation that leaves \(f^2\).

`wronskian_eq_limit_add_integral` replaces the limit \(\varepsilon\to0\) by a continuous extension: `g` equals \(W\) away from zero and \(w_0\) at zero. `hcont` proves continuity on \([0,R]\), using the assumed limit at the origin and differentiability elsewhere. `hderiv` gives the derivative \(f^2\) in the open interval. Because this derivative is nonnegative, `integrableOn_deriv_of_nonneg` supplies integrability, and the fundamental theorem of calculus then gives the integral as \(g(R)-g(0)\).

`rydberg_wronskian` inserts the norm 1 and the limit 0.

In `matching_coefficients`, each `linear_combination` lists the multipliers used above, with the Wronskian relation `w` replacing \(W\) by 1. The two directions of the equivalence establish that the coefficients are unique and that they work.

`logDerivative_energy_slope` applies the quotient rule, substitutes the boundary values and uses `w` to reduce the numerator to \(-1\).

`isNormalizedPair_witness` checks the explicit example field by field. The differential equations reduce to algebra with \(r\neq0\), the norm to the integral of a power, and the origin condition to the continuity of a polynomial that vanishes at zero.
